# Uniform strain scales the spectrum and band widths of a Harrison cluster by $(1+s)^{-5}$

Place finitely many atoms at distinct points $R_i$ of three-dimensional space, with zero onsite energies and hoppings $H_{ij}=C_{ij}/|R_i-R_j|^5$, where $C$ is symmetric with zero diagonal. Multiplying all positions by $1+s$, with $s>-1$, multiplies every eigenvalue and every local width $w_i=\sqrt{(H^2)_{ii}}$ by $(1+s)^{-5}$. If the local band is modelled as rectangular, with full width $W_i=\sqrt{12}\,w_i$ and fixed filling $f$, its centre lies at $W_i(s)(\tfrac12-f)$ relative to the Fermi level. This offset has derivative $5W_i(0)(f-\tfrac12)$ at $s=0$.

## Strain in the d-band model

The fifth power is Harrison's distance law for hopping between d orbitals, postulated here. The constants $C_{ij}$ hold the orbital strengths and the bond-direction factors, which a uniform dilation leaves alone. Fixed $f$ means that strain leaves the d occupation of each atom unchanged.

In this non-interacting model with a rectangular band, expansion raises the d-band centre relative to the Fermi level when $f>\tfrac12$ and $w_i(0)>0$. This is the trend used in discussing adsorption on strained late transition metals.

## The statement in Lean

The finite type `n` labels the atoms, `R` gives their positions, and `hR` says that they are distinct. `IsHarrison R C H` requires zero onsite energies and $|R_i-R_j|^5H_{ij}=C_{ij}$, which forces $C_{ii}=0$. By `isHarrison_iff`, this is the usual quotient formula for distinct atoms.

In `harrison_strain`, `H s` is the Hamiltonian of the cluster dilated by $1+s$. The theorem says that $H(0)v=\mu v$ holds exactly when $H(s)v=(1+s)^{-5}\mu v$, so eigenvectors persist. It also says that `width` squares to $(H^2)_{ii}$ and scales by the same factor, and it gives the derivative of `offset`.

There is one orbital per site: five d orbitals on one atom would share a position. Overlap, differing onsite energies and non-uniform strain are left out, and no adsorption energy is computed. The rectangular band is fitted site by site, so the offsets at inequivalent sites need not correspond to one common Fermi level.

## From distances to the band centre

Dilated distances are $|(1+s)R_i-(1+s)R_j|=(1+s)|R_i-R_j|$. Hence, for $i\neq j$,
$$H_{ij}(s)=\frac{C_{ij}}{(1+s)^5|R_i-R_j|^5}=(1+s)^{-5}H_{ij}(0),$$
and the diagonal is zero on both sides. So $H(s)=(1+s)^{-5}H(0)$, which gives the eigenvalue law.

Symmetry of $C$ makes $H$ symmetric, so $(H^2)_{ii}=\sum_j H_{ij}^2\ge 0$ and the square root is genuine. Since $H(s)^2=(1+s)^{-10}H(0)^2$, we get $w_i(s)=(1+s)^{-5}w_i(0)$.

A flat band on $[-W/2,W/2]$ with $W>0$ has normalised second moment
$$\frac1W\int_{-W/2}^{W/2}x^2\,dx=\frac{W^2}{12}.$$
The local density of states at site $i$ has mean $H_{ii}=0$ and second moment $(H^2)_{ii}=w_i^2$. Equating the two second moments gives $W_i=\sqrt{12}\,w_i$. If the band has centre $\varepsilon$ and is filled up to the Fermi level $E$, then $E-(\varepsilon-W/2)=fW$, so $\varepsilon-E=W(\tfrac12-f)$. Finally,
$$\frac{d}{ds}\Big[(1+s)^{-5}W_i(0)(\tfrac12-f)\Big]_{s=0}=5W_i(0)(f-\tfrac12).$$

## Two atoms at one per cent expansion

Take unit distance, unit coupling and $f=0.75$, which is three electrons in two orbitals that hold four. The eigenvalues are $\pm1$, $w=1$ and $W=\sqrt{12}\approx3.464$. With the rectangular band in place of the two levels, the offset is $-0.8660$ and its derivative $4.330$. At $s=0.01$ the linear estimate is $-0.8227$; the scaling law gives $-0.8240$.

## Coincident atoms break the law

Put two atoms at the same point and set $C=0$. The defining relation becomes $0\cdot H_{12}=0$, so $H_{12}(s)=H_{21}(s)=1$ is allowed at every strain. The eigenvalues then stay at $\pm1$ and do not scale.

## The Lean file

```lean
import Mathlib

open Matrix Topology

namespace HarrisonStrain

noncomputable section

/-- Euclidean three-dimensional space, in which the atoms sit. -/
abbrev Space := EuclideanSpace ℝ (Fin 3)

variable {n : Type*}

/-- The uniform dilation of a cluster: every position is multiplied by `1 + s`. -/
def dilate (s : ℝ) (R : n → Space) : n → Space := fun i => (1 + s) • R i

/-- `H` is a Harrison Hamiltonian for positions `R` and couplings `C`: its onsite energies
vanish, and each hopping times the fifth power of the distance is the coupling. -/
structure IsHarrison (R : n → Space) (C H : Matrix n n ℝ) : Prop where
  onsite : ∀ i, H i i = 0
  hopping : ∀ i j, dist (R i) (R j) ^ 5 * H i j = C i j

/-- For distinct positions and couplings with zero diagonal, the Harrison Hamiltonian is the
matrix with zero diagonal and hoppings `C i j / dist ^ 5`. -/
theorem isHarrison_iff {R : n → Space} {C H : Matrix n n ℝ}
    (hR : Function.Injective R) (hC : ∀ i, C i i = 0) :
    IsHarrison R C H ↔
      (∀ i, H i i = 0) ∧ ∀ i j, i ≠ j → H i j = C i j / dist (R i) (R j) ^ 5 := by
  constructor
  · intro h
    refine ⟨h.onsite, fun i j hij => ?_⟩
    have hd : dist (R i) (R j) ≠ 0 := dist_ne_zero.mpr (hR.ne hij)
    rw [eq_div_iff (pow_ne_zero 5 hd), mul_comm]
    exact h.hopping i j
  · rintro ⟨h0, h⟩
    refine ⟨h0, fun i j => ?_⟩
    by_cases hij : i = j
    · subst hij
      simp [hC]
    · have hd : dist (R i) (R j) ≠ 0 := dist_ne_zero.mpr (hR.ne hij)
      rw [h i j hij]
      field_simp

/-- Two atoms at unit distance with unit coupling: the positions are distinct, the coupling is
symmetric, and the hopping `(1 + s)⁻⁵` gives a Harrison Hamiltonian at every strain `s > -1`. -/
theorem isHarrison_witness :
    Function.Injective (![0, EuclideanSpace.single 0 1] : Fin 2 → Space) ∧
    (!![0, 1; 1, 0] : Matrix (Fin 2) (Fin 2) ℝ).IsSymm ∧
    ∀ s : ℝ, -1 < s → IsHarrison (dilate s ![0, EuclideanSpace.single 0 1])
      !![0, 1; 1, 0] !![0, ((1 + s) ^ 5)⁻¹; ((1 + s) ^ 5)⁻¹, 0] := by
  refine ⟨?_, ?_, fun s hs => ⟨?_, ?_⟩⟩
  · intro i j h
    have hn := congrArg norm h
    fin_cases i <;> fin_cases j <;> simp at hn ⊢
  · apply Matrix.IsSymm.ext
    intro i j
    fin_cases i <;> fin_cases j <;> simp
  · intro i
    fin_cases i <;> simp
  · have h : 0 < 1 + s := by linarith
    intro i j
    fin_cases i <;> fin_cases j <;>
      simp [dilate, norm_smul, Real.norm_eq_abs, abs_of_pos h, h.ne']

/-- For distinct positions, dilating the cluster by `1 + s` with `s > -1` multiplies the
Harrison Hamiltonian by `(1 + s)⁻⁵`. -/
theorem hamiltonian_scaling {R : n → Space} {C H H' : Matrix n n ℝ} {s : ℝ}
    (hR : Function.Injective R) (hs : -1 < s)
    (h : IsHarrison R C H) (h' : IsHarrison (dilate s R) C H') :
    H' = ((1 + s) ^ 5)⁻¹ • H := by
  have hp : 0 < 1 + s := by linarith
  ext i j
  rw [Matrix.smul_apply, smul_eq_mul]
  by_cases hij : i = j
  · subst hij
    rw [h.onsite, h'.onsite, mul_zero]
  · have hd : dist (R i) (R j) ≠ 0 := dist_ne_zero.mpr (hR.ne hij)
    have hdil : dist (dilate s R i) (dilate s R j) = (1 + s) * dist (R i) (R j) := by
      simp only [dilate]
      rw [dist_eq_norm, ← smul_sub, norm_smul, Real.norm_of_nonneg hp.le, dist_eq_norm]
    have h2 := h'.hopping i j
    rw [hdil, mul_pow, ← h.hopping i j] at h2
    -- cancel the nonzero fifth power of the distance
    rw [eq_inv_mul_iff_mul_eq₀ (pow_ne_zero 5 hp.ne')]
    apply mul_left_cancel₀ (pow_ne_zero 5 hd)
    linear_combination h2

variable [Fintype n]

/-- The width at site `i`: the square root of the local second moment `(H²)ᵢᵢ`. -/
def width (H : Matrix n n ℝ) (i : n) : ℝ := √((H * H) i i)

/-- The full width `W = √12 w` of the rectangular band at site `i`. -/
def bandwidth (H : Matrix n n ℝ) (i : n) : ℝ := √12 * width H i

/-- The offset `W (1/2 - f)` for bandwidth `W` and filling `f`. -/
def offset (W f : ℝ) : ℝ := W * (1 / 2 - f)

/-- For a symmetric Hamiltonian the local second moment `(H²)ᵢᵢ` is the sum of the squared entries
of row `i`, the diagonal entry included. -/
theorem second_moment {H : Matrix n n ℝ} (hH : H.IsSymm) (i : n) :
    (H * H) i i = ∑ j, H i j ^ 2 := by
  rw [Matrix.mul_apply]
  refine Finset.sum_congr rfl fun j _ => ?_
  rw [hH.apply i j, sq]

/-- For a symmetric Hamiltonian, a flat density of states of width `√12 w` centred at zero has
second moment `(H²)ᵢᵢ` times its total weight. -/
theorem rectangular_band {H : Matrix n n ℝ} (hH : H.IsSymm) (i : n) :
    (∫ x in (-(bandwidth H i / 2))..(bandwidth H i / 2), x ^ 2) =
      (H * H) i i * ∫ _x in (-(bandwidth H i / 2))..(bandwidth H i / 2), (1 : ℝ) := by
  have hw : width H i ^ 2 = (H * H) i i :=
    Real.sq_sqrt (by rw [second_moment hH]; positivity)
  have h12 : √(12 : ℝ) ^ 2 = 12 := Real.sq_sqrt (by norm_num)
  rw [← hw, integral_pow, intervalIntegral.integral_const, smul_eq_mul]
  simp only [bandwidth]
  push_cast
  linear_combination (width H i ^ 3 * √12 / 12) * h12

/-- If a flat band of centre `ε` and width `W` is filled up to the Fermi level `E` with filling
`f`, then its centre lies at `W (1/2 - f)` relative to the Fermi level. -/
theorem offset_of_filling {ε E W f : ℝ}
    (h : (∫ _x in (ε - W / 2)..E, (1 : ℝ)) = f * W) : ε - E = offset W f := by
  rw [intervalIntegral.integral_const, smul_eq_mul] at h
  simp only [offset]
  linear_combination -h

/-- Multiplying a Hamiltonian by a nonnegative number multiplies each width by it. -/
theorem width_smul (H : Matrix n n ℝ) {a : ℝ} (ha : 0 ≤ a) (i : n) :
    width (a • H) i = a * width H i := by
  have h : ((a • H) * (a • H)) i i = a ^ 2 * (H * H) i i := by
    rw [Matrix.smul_mul, Matrix.mul_smul, Matrix.smul_apply, Matrix.smul_apply,
      smul_eq_mul, smul_eq_mul]
    ring
  rw [width, h, Real.sqrt_mul (sq_nonneg a), Real.sqrt_sq ha, width]

/-- Harrison strain law for distinct atoms with symmetric couplings. At strain `s > -1` the
eigenvectors persist, eigenvalues and widths are multiplied by `(1 + s)⁻⁵`, and the offset
`W(s) (1/2 - f)` has derivative `5 W(0) (f - 1/2)` at `s = 0`. -/
theorem harrison_strain {R : n → Space} {C : Matrix n n ℝ} {H : ℝ → Matrix n n ℝ}
    (hR : Function.Injective R) (hC : C.IsSymm)
    (hH : ∀ s, -1 < s → IsHarrison (dilate s R) C (H s)) :
    (∀ s, -1 < s →
      (∀ (μ : ℝ) (v : n → ℝ),
        H 0 *ᵥ v = μ • v ↔ H s *ᵥ v = (((1 + s) ^ 5)⁻¹ * μ) • v) ∧
      ∀ i, width (H s) i ^ 2 = (H s * H s) i i ∧
        width (H s) i = ((1 + s) ^ 5)⁻¹ * width (H 0) i) ∧
    ∀ i f, HasDerivAt (fun s => offset (bandwidth (H s) i) f)
      (5 * bandwidth (H 0) i * (f - 1 / 2)) 0 := by
  have h0 : IsHarrison R C (H 0) := by
    have h := hH 0 (by norm_num)
    have e : dilate 0 R = R := by funext i; simp [dilate]
    rwa [e] at h
  have hsc : ∀ s, -1 < s → H s = ((1 + s) ^ 5)⁻¹ • H 0 :=
    fun s hs => hamiltonian_scaling hR hs h0 (hH s hs)
  have hpos : ∀ s : ℝ, -1 < s → 0 < ((1 + s) ^ 5)⁻¹ := fun s hs => by
    have : 0 < 1 + s := by linarith
    positivity
  have hwid : ∀ s, -1 < s → ∀ i, width (H s) i = ((1 + s) ^ 5)⁻¹ * width (H 0) i :=
    fun s hs i => by rw [hsc s hs, width_smul _ (hpos s hs).le]
  -- symmetric couplings give a symmetric Hamiltonian
  have hsym0 : (H 0).IsSymm := by
    apply Matrix.IsSymm.ext
    intro i j
    by_cases hij : i = j
    · rw [hij]
    · have hd : dist (R i) (R j) ≠ 0 := dist_ne_zero.mpr (hR.ne hij)
      apply mul_left_cancel₀ (pow_ne_zero 5 hd)
      rw [h0.hopping i j, dist_comm, h0.hopping j i, hC.apply i j]
  refine ⟨fun s hs => ⟨fun μ v => ?_, fun i => ⟨?_, hwid s hs i⟩⟩, fun i f => ?_⟩
  · rw [hsc s hs, Matrix.smul_mulVec, mul_smul]
    constructor
    · intro h
      rw [h]
    · intro h
      exact smul_right_injective _ (hpos s hs).ne' h
  · have hsym : (H s).IsSymm := by
      rw [hsc s hs]
      exact hsym0.smul _
    exact Real.sq_sqrt (by rw [second_moment hsym]; positivity)
  · -- near zero strain the offset is a constant over (1 + s)^5
    have hlin : HasDerivAt (fun s : ℝ => 1 + s) 1 0 := (hasDerivAt_id' 0).const_add 1
    have hder : ∀ K : ℝ, HasDerivAt (fun s : ℝ => K / (1 + s) ^ 5) (-5 * K) 0 := by
      intro K
      have hpow : HasDerivAt (fun s : ℝ => (1 + s) ^ 5) 5 0 :=
        (hlin.fun_pow 5).congr_deriv (by norm_num)
      have h : HasDerivAt (fun s : ℝ => K / (1 + s) ^ 5)
          ((0 * (1 + 0) ^ 5 - K * 5) / ((1 + 0) ^ 5) ^ 2) 0 :=
        (hasDerivAt_const (0 : ℝ) K).fun_div hpow (by norm_num)
      exact h.congr_deriv (by ring)
    refine ((hder (offset (bandwidth (H 0) i) f)).congr_deriv ?_).congr_of_eventuallyEq ?_
    · simp only [offset]
      ring
    · filter_upwards [Ioi_mem_nhds (show (-1 : ℝ) < 0 by norm_num)] with s hs
      simp only [offset, bandwidth]
      rw [hwid s hs i]
      ring

end

end HarrisonStrain
```

```lean
#print axioms HarrisonStrain.isHarrison_iff
#print axioms HarrisonStrain.rectangular_band
#print axioms HarrisonStrain.offset_of_filling
#print axioms HarrisonStrain.harrison_strain
```

```
'HarrisonStrain.isHarrison_iff' depends on axioms: [propext, Classical.choice, Quot.sound]
'HarrisonStrain.rectangular_band' depends on axioms: [propext, Classical.choice, Quot.sound]
'HarrisonStrain.offset_of_filling' depends on axioms: [propext, Classical.choice, Quot.sound]
'HarrisonStrain.harrison_strain' depends on axioms: [propext, Classical.choice, Quot.sound]
```

## Cancelling the distance and differentiating

`hamiltonian_scaling` compares matrix entries. Off the diagonal, `hdil` scales the distance, and `mul_left_cancel₀` removes its nonzero fifth power. `width_smul` then carries the factor through the square root.

In the main theorem, `hsym0` derives the symmetry of $H(0)$ from that of $C$. With `second_moment` it supplies the nonnegativity that `Real.sq_sqrt` needs. The converse eigenvector direction cancels the nonzero scale factor.

For the derivative, `hder` applies the quotient rule to $K/(1+s)^5$. The hypotheses give the offset this form only for $s>-1$, so `congr_of_eventuallyEq` transfers the derivative using agreement near zero.

`rectangular_band` and `offset_of_filling` justify the definitions of `bandwidth` and `offset` by the two flat-band integrals; the main proof does not call them. `isHarrison_witness` supplies the two-atom cluster above at every $s>-1$.
